# In a resonant three-level model of Brown–Ravenhall dissolution, no eigenstate has more than half its weight on the resonant doubly occupied state, for any nonzero coupling

If I assume that a weak interaction barely disturbs a doubly occupied level, I can go badly wrong once the one-electron spectrum includes the negative-energy states of the Dirac equation (energies here include the rest energy). One electron can drop to a negative level while the other rises, at no cost in total energy, and nondegenerate perturbation theory then divides by zero.

My smallest example has orbitals $a,p,q$ with energies $1,5,-3$. The interaction $g$ only couples $|aa\rangle$ to $s=(|pq\rangle+|qp\rangle)/\sqrt2$, with real strength $w\neq0$. I believe that every unit eigenvector of $H=h\otimes1+1\otimes h+g$ then has weight at most $1/2$ on $|aa\rangle$, however small $w$ is, while projecting both electrons on positive levels restores $|aa\rangle$ as an eigenvector with energy $2$. Can this be proved in full and checked by machine?

## Resonance shares the weight equally

Yes, and for any levels with $\varepsilon_a>0$, $\varepsilon_q<0$ and $2\varepsilon_a=\varepsilon_p+\varepsilon_q$. These conditions force $\varepsilon_p>0$, so $p\neq q$.

Let $\psi$ be an eigenvector with energy $E$. Write $A,B,C$ for its amplitudes on $|aa\rangle,|pq\rangle,|qp\rangle$, and $d=E-2\varepsilon_a$. By the resonance condition, the three components of $H\psi=E\psi$ read

$$dA=\tfrac{w}{\sqrt2}(B+C),\qquad dB=\tfrac{w}{\sqrt2}A,\qquad dC=\tfrac{w}{\sqrt2}A.$$

Multiplying the first by $d$ and inserting the other two gives $d^2A=w^2A$. If $A=0$, the bound is immediate. Otherwise $d^2=w^2\neq0$, so $|B|^2=|C|^2=\tfrac12|A|^2$ and

$$|A|^2=|B|^2+|C|^2.$$

For a unit vector these three weights sum to at most one, hence $2|A|^2\le1$.

For the projected operator, $H|aa\rangle=2\varepsilon_a|aa\rangle+w\,s$. Both terms of $s$ have an electron in the negative level $q$, so the projector removes $s$ and leaves $2\varepsilon_a|aa\rangle$.

The limit $w\to0$ is abrupt. The vectors $(|aa\rangle\pm s)/\sqrt2$ have energies $2\varepsilon_a\pm w$ and weight exactly $1/2$ for every $w\neq0$. At $w=0$ the two energies coincide, and $|aa\rangle$ itself is an eigenvector with weight $1$.

## What the Lean statement says

A two-electron state is a function `n × n → ℂ`, where `n` labels the orbitals; `pair i j` is $|ij\rangle$ and `virtualPair p q` is $s$. `hamiltonian` gives the action of $H$ on amplitudes, and `noPair` applies `posProj` before and after it.

In `brown_ravenhall_dissolution`, the hypotheses `ha` and `hq` fix the signs of the levels, `hres` is the resonance and `hw` says $w\neq0$. The condition `∑ x, ‖ψ x‖ ^ 2 = 1` is normalisation, and the orbital set is finite. `three_level_dissolution` is your example, with $a,p,q$ numbered `0`, `1`, `2`.

The resonance is assumed. It stands for the degeneracy of a bound two-electron state with pairs that have one electron in each Dirac continuum. There the bound state dissolves into a continuum; here it mixes with one discrete pair and the eigenvectors stay normalisable. The constant $w$ stands for a single matrix element of the electron repulsion. Spin and antisymmetry are not imposed, so the bound covers in particular the symmetric spatial functions that go with a spin singlet. This is a simplification: Dirac spinors do not in general factor into a spatial function and a spin, and the Pauli principle forbids two electrons in the same spinor.

For relativistic electronic structure, this finite model with one resonant pair shows what a no-pair projection protects against: strong mixing with negative-energy states that weak coupling does not suppress.

## From three amplitudes to the bound

`amplitudes` evaluates $|aa\rangle$ and $s$ on the three resonant product states. `balanced_weights` reads the eigenvalue equation there and rewrites it as `d1`, `d2`, `d3`, the three equations above. Then `hdd` is $d^2=w^2$, and `half` takes norms to get $|B|^2$ and $|C|^2$.

The main theorem treats $A=0$ separately. Otherwise `hsub` compares the three resonant weights with the full norm, and `linarith` finishes the bound.

`noPair_bound` splits on whether both levels are positive: if they are, $s$ vanishes there; if not, both sides are zero. `resonant_eigenvectors` verifies the eigenvalue equation for the unnormalised vectors $|aa\rangle+\sigma s$ with $\sigma=\pm1$, which are divided by $\sqrt2$ in the limit discussed above.

```lean
import Mathlib

namespace BrownRavenhall

noncomputable section

variable {n : Type*} [DecidableEq n]

/-- The normalization factor `1/√2`, as a complex number. -/
def invSqrtTwo : ℂ := ((√2 : ℝ) : ℂ)⁻¹

/-- The product state with electron 1 in orbital `i` and electron 2 in orbital `j`. -/
def pair (i j : n) : n × n → ℂ := Pi.single (i, j) 1

/-- The symmetric combination `(|pq⟩ + |qp⟩)/√2`. -/
def virtualPair (p q : n) : n × n → ℂ := invSqrtTwo • (pair p q + pair q p)

/-- The Hamiltonian `h ⊗ 1 + 1 ⊗ h + g` acting on two-electron amplitudes: `h` is diagonal with
levels `ε`, and `g` couples `|aa⟩` and `(|pq⟩ + |qp⟩)/√2` with strength `w`. -/
def hamiltonian (ε : n → ℝ) (w : ℝ) (a p q : n) (ψ : n × n → ℂ) : n × n → ℂ := fun x =>
  (ε x.1 + ε x.2) * ψ x + w * (pair a a x * (invSqrtTwo * (ψ (p, q) + ψ (q, p)))
    + virtualPair p q x * ψ (a, a))

/-- The projector on positive levels for both electrons. -/
def posProj (ε : n → ℝ) (ψ : n × n → ℂ) : n × n → ℂ := fun x =>
  if 0 < ε x.1 ∧ 0 < ε x.2 then ψ x else 0

/-- The no-pair Hamiltonian: the Hamiltonian between two positive-level projectors. -/
def noPair (ε : n → ℝ) (w : ℝ) (a p q : n) (ψ : n × n → ℂ) : n × n → ℂ :=
  posProj ε (hamiltonian ε w a p q (posProj ε ψ))

/-- The square of `1/√2` is `1/2`. -/
theorem invSqrtTwo_mul_self : invSqrtTwo * invSqrtTwo = 1 / 2 := by
  rw [invSqrtTwo, ← mul_inv, ← Complex.ofReal_mul, Real.mul_self_sqrt (by norm_num)]
  norm_num

/-- Without interaction the product state `|ij⟩` has energy `ε_i + ε_j`. -/
theorem pair_energy (ε : n → ℝ) (i j : n) (x : n × n) :
    ((ε x.1 : ℂ) + ε x.2) * pair i j x = (ε i + ε j) * pair i j x := by
  by_cases h : x = (i, j)
  · rw [h]
  · simp only [pair, Pi.single_apply, h, if_false, mul_zero]

/-- For `p ≠ q`, the amplitudes of `|aa⟩` and of `(|pq⟩ + |qp⟩)/√2` on the three product
states `|aa⟩`, `|pq⟩`, `|qp⟩`. -/
theorem amplitudes (a : n) {p q : n} (hpq : p ≠ q) :
    pair a a (a, a) = 1 ∧ pair a a (p, q) = 0 ∧ pair a a (q, p) = 0 ∧
    virtualPair p q (a, a) = 0 ∧ virtualPair p q (p, q) = invSqrtTwo ∧
    virtualPair p q (q, p) = invSqrtTwo := by
  have hqp := hpq.symm
  have h : ¬(a = p ∧ a = q) := fun h => hpq (h.1.symm.trans h.2)
  have h' : ¬(a = q ∧ a = p) := fun h => hpq (h.2.symm.trans h.1)
  have k : ¬(p = a ∧ q = a) := fun h => hpq (h.1.trans h.2.symm)
  have k' : ¬(q = a ∧ p = a) := fun h => hpq (h.2.trans h.1.symm)
  simp only [virtualPair, pair, Pi.smul_apply, Pi.add_apply, Pi.single_apply, Prod.mk.injEq,
    h, h', k, k', hpq, hqp, and_self, if_true, if_false, smul_eq_mul, add_zero, zero_add,
    mul_one, mul_zero]

/-- At resonance `2ε_a = ε_p + ε_q`, with `p ≠ q` and `w ≠ 0`, an eigenvector that contains
`|aa⟩` has as much weight on `|pq⟩` and `|qp⟩` together as on `|aa⟩`. -/
theorem balanced_weights {ε : n → ℝ} {w : ℝ} {a p q : n} (hpq : p ≠ q)
    (hres : 2 * ε a = ε p + ε q) (hw : w ≠ 0) {E : ℂ} {ψ : n × n → ℂ}
    (hE : hamiltonian ε w a p q ψ = E • ψ) (hA : ψ (a, a) ≠ 0) :
    ‖ψ (a, a)‖ ^ 2 = ‖ψ (p, q)‖ ^ 2 + ‖ψ (q, p)‖ ^ 2 := by
  obtain ⟨v1, v2, v3, v4, v5, v6⟩ := amplitudes a hpq
  have hc : 2 * (ε a : ℂ) = ε p + ε q := by exact_mod_cast hres
  have hr := invSqrtTwo_mul_self
  have e1 := congrFun hE (a, a)
  have e2 := congrFun hE (p, q)
  have e3 := congrFun hE (q, p)
  simp only [hamiltonian, Pi.smul_apply, smul_eq_mul, v1, v2, v3, v4, v5, v6] at e1 e2 e3
  -- the eigenvalue equations in terms of the shift d = E - 2ε_a
  obtain ⟨d, hd⟩ : ∃ d : ℂ, d = E - 2 * ε a := ⟨_, rfl⟩
  have d1 : d * ψ (a, a) = w * invSqrtTwo * (ψ (p, q) + ψ (q, p)) := by
    rw [hd]; linear_combination -e1
  have d2 : d * ψ (p, q) = w * invSqrtTwo * ψ (a, a) := by
    rw [hd]; linear_combination -e2 - ψ (p, q) * hc
  have d3 : d * ψ (q, p) = w * invSqrtTwo * ψ (a, a) := by
    rw [hd]; linear_combination -e3 - ψ (q, p) * hc
  -- the shift is ± w
  have hdd : d ^ 2 = (w : ℂ) ^ 2 := by
    apply mul_right_cancel₀ hA
    linear_combination d * d1 + w * invSqrtTwo * (d2 + d3) + 2 * w ^ 2 * ψ (a, a) * hr
  have nd : ‖d‖ ^ 2 = w ^ 2 := by
    rw [← norm_pow, hdd, norm_pow, Complex.norm_real, Real.norm_eq_abs, sq_abs]
  have nr : ‖invSqrtTwo‖ ^ 2 = 1 / 2 := by
    rw [← norm_pow, pow_two, hr]; norm_num
  have half : ∀ z : ℂ, d * z = w * invSqrtTwo * ψ (a, a) →
      ‖z‖ ^ 2 = 1 / 2 * ‖ψ (a, a)‖ ^ 2 := by
    intro z hz
    have h := congrArg (fun y : ℂ => ‖y‖ ^ 2) hz
    simp only [norm_mul, mul_pow, nd, nr, Complex.norm_real, Real.norm_eq_abs, sq_abs] at h
    apply mul_left_cancel₀ (pow_ne_zero 2 hw)
    linarith
  rw [half _ d2, half _ d3]
  ring

/-- If `p ≠ q`, `2ε_a = ε_p + ε_q` and `σ = ±1`, then `|aa⟩ + σ(|pq⟩ + |qp⟩)/√2` is an
eigenvector of the full Hamiltonian with energy `2ε_a + σw`. -/
theorem resonant_eigenvectors {ε : n → ℝ} (w : ℝ) {a p q : n} (hpq : p ≠ q)
    (hres : 2 * ε a = ε p + ε q) {σ : ℂ} (hσ : σ ^ 2 = 1) :
    hamiltonian ε w a p q (pair a a + σ • virtualPair p q)
      = (2 * ε a + σ * w : ℂ) • (pair a a + σ • virtualPair p q) := by
  obtain ⟨v1, v2, v3, v4, v5, v6⟩ := amplitudes a hpq
  have hc : 2 * (ε a : ℂ) = ε p + ε q := by exact_mod_cast hres
  ext x
  have hs : ((ε x.1 : ℂ) + ε x.2) * virtualPair p q x = 2 * ε a * virtualPair p q x := by
    have hv : virtualPair p q x = invSqrtTwo * (pair p q x + pair q p x) := rfl
    rw [hv]
    linear_combination invSqrtTwo * (pair_energy ε p q x + pair_energy ε q p x)
      - invSqrtTwo * (pair p q x + pair q p x) * hc
  simp only [hamiltonian, Pi.add_apply, Pi.smul_apply, smul_eq_mul, v1, v2, v3, v4, v5, v6]
  linear_combination pair_energy ε a a x + σ * hs
    + 2 * w * σ * pair a a x * invSqrtTwo_mul_self - w * virtualPair p q x * hσ

/-- If `ε_a > 0` and `ε_q < 0`, then `|aa⟩` is an eigenvector of the no-pair Hamiltonian with
energy `2ε_a`. -/
theorem noPair_bound {ε : n → ℝ} (w : ℝ) {a : n} (p : n) {q : n} (ha : 0 < ε a)
    (hq : ε q < 0) : noPair ε w a p q (pair a a) = (2 * ε a : ℂ) • pair a a := by
  have hqa : q ≠ a := by rintro rfl; linarith
  have h1 : posProj ε (pair a a) = pair a a := by
    ext x
    by_cases h : x = (a, a)
    · simp [posProj, h, ha]
    · simp only [posProj, pair, Pi.single_apply, h, if_false, ite_self]
  have v1 : pair a a (a, a) = 1 := by simp [pair]
  have v2 : pair a a (p, q) = 0 := by simp [pair, hqa]
  have v3 : pair a a (q, p) = 0 := by simp [pair, hqa]
  rw [noPair, h1]
  ext ⟨i, j⟩
  have h2 := congrFun h1 (i, j)
  have h3 := pair_energy ε a a (i, j)
  by_cases hij : 0 < ε i ∧ 0 < ε j
  · -- the virtual pair has an electron in a negative level and is projected out
    have hi : i ≠ q := fun h => by rw [h] at hij; linarith [hij.1]
    have hj : j ≠ q := fun h => by rw [h] at hij; linarith [hij.2]
    have h4 : virtualPair p q (i, j) = 0 := by
      simp [virtualPair, pair, hi, hj]
    simp only [posProj, hamiltonian, v1, v2, v3, h4, Pi.smul_apply, smul_eq_mul]
    rw [if_pos hij]
    linear_combination h3
  · simp only [posProj, hij, if_false] at h2
    simp only [posProj, hij, if_false, Pi.smul_apply, smul_eq_mul, ← h2, mul_zero]

/-- A finite model of Brown-Ravenhall dissolution, with one discrete resonant pair in place of the
continuum: let `ε_a > 0`, `ε_q < 0`, `2ε_a = ε_p + ε_q` and `w ≠ 0`. Every unit eigenvector of the
full Hamiltonian has weight at most `1/2` on `|aa⟩`, while the no-pair Hamiltonian has `|aa⟩` as
eigenvector with energy `2ε_a`. -/
theorem brown_ravenhall_dissolution [Fintype n] {ε : n → ℝ} {w : ℝ} {a p q : n}
    (ha : 0 < ε a) (hq : ε q < 0) (hres : 2 * ε a = ε p + ε q) (hw : w ≠ 0) :
    (∀ (E : ℂ) (ψ : n × n → ℂ), hamiltonian ε w a p q ψ = E • ψ →
      ∑ x, ‖ψ x‖ ^ 2 = 1 → ‖ψ (a, a)‖ ^ 2 ≤ 1 / 2) ∧
    noPair ε w a p q (pair a a) = (2 * ε a : ℂ) • pair a a := by
  refine ⟨fun E ψ hE hψ => ?_, noPair_bound w p ha hq⟩
  have hpq : p ≠ q := by rintro rfl; linarith
  by_cases hA : ψ (a, a) = 0
  · rw [hA]; norm_num
  have hb := balanced_weights hpq hres hw hE hA
  -- the three resonant weights add up to at most one
  have hsub : ∑ x ∈ {(a, a), (p, q), (q, p)}, ‖ψ x‖ ^ 2 ≤ ∑ x, ‖ψ x‖ ^ 2 :=
    Finset.sum_le_sum_of_subset_of_nonneg (Finset.subset_univ _) (fun _ _ _ => by positivity)
  rw [Finset.sum_insert (by
      simp only [Finset.mem_insert, Finset.mem_singleton, Prod.mk.injEq]
      rintro (h | h)
      · exact hpq (h.1.symm.trans h.2)
      · exact hpq (h.2.symm.trans h.1)),
    Finset.sum_pair (fun h => hpq (Prod.mk.inj h).1), hψ] at hsub
  linarith

/-- The three-level model `h = diag(1, 5, -3)`: for every `w ≠ 0` the unit eigenvectors of the
full Hamiltonian have weight at most `1/2` on the doubly occupied first level, which is an
eigenvector of the no-pair Hamiltonian with energy `2`. -/
theorem three_level_dissolution {w : ℝ} (hw : w ≠ 0) :
    (∀ (E : ℂ) (ψ : Fin 3 × Fin 3 → ℂ), hamiltonian ![1, 5, -3] w 0 1 2 ψ = E • ψ →
      ∑ x, ‖ψ x‖ ^ 2 = 1 → ‖ψ (0, 0)‖ ^ 2 ≤ 1 / 2) ∧
    noPair ![1, 5, -3] w (0 : Fin 3) 1 2 (pair 0 0) = (2 : ℂ) • pair 0 0 := by
  have h := brown_ravenhall_dissolution (ε := ![1, 5, -3]) (a := (0 : Fin 3)) (p := 1) (q := 2)
    (by simp) (by simp) (by simp; norm_num) hw
  refine ⟨h.1, ?_⟩
  have h2 := h.2
  simp only [Matrix.cons_val_zero, Complex.ofReal_one, mul_one] at h2
  exact h2

end

end BrownRavenhall
```

```lean
#print axioms BrownRavenhall.resonant_eigenvectors
-- 'BrownRavenhall.resonant_eigenvectors' depends on axioms: [propext, Classical.choice, Quot.sound]
#print axioms BrownRavenhall.brown_ravenhall_dissolution
-- 'BrownRavenhall.brown_ravenhall_dissolution' depends on axioms: [propext, Classical.choice, Quot.sound]
#print axioms BrownRavenhall.three_level_dissolution
-- 'BrownRavenhall.three_level_dissolution' depends on axioms: [propext, Classical.choice, Quot.sound]
```
